# The mean-field two-matrix determines a one-matrix of rank at least three up to sign

## Can two different one-matrices share a mean-field two-matrix?

When a mean-field calculation has left me with only its two-matrix, I would like to recover the one-matrix, which gives the occupations and one-electron properties. The question is how far the two-matrix

$$D_g(ij,kl)=g(i,k)\,g(j,l)-g(i,l)\,g(j,k)$$

determines the one-matrix $g$. Changing $g$ to $-g$ leaves every product alone, so the sign is lost. I believe that nothing else is lost if $g$ is invertible and there are at least three orbitals. Can this be made rigorous and checked by machine, in Lean 4 with Mathlib? And does it survive when some orbitals are empty, so that $g$ is singular?

## Only the sign is lost, and rank three is enough

Yes to both. If $g$ has rank at least 3, then $D_g=D_h$ holds exactly when $h=g$ or $h=-g$. Nothing is assumed of $h$. In electronic structure this covers the Slater determinant of three or more electrons in a finite spin-orbital basis, however many orbitals are empty.

### From equal two-matrices to equal one-matrices

For coefficient vectors $x,y$, define the amplitude

$$g(x,y)=\sum_{i,k}x_i\,g(i,k)\,y_k ,$$

without complex conjugation. Suppose $D_g=D_h$. Multiplying by $x_i x'_j y_k y'_l$ and summing over all four indices gives

$$g(x,y)g(x',y')-g(x,y')g(x',y)=h(x,y)h(x',y')-h(x,y')h(x',y). \tag{1}$$

**A frame for $g$.** Since the rank is at least 3, the range of $g$ contains independent vectors $w_0,w_1,w_2$. Write $w_b=g\,y_b$ and choose vectors $x_a$ with $\sum_i (x_a)_i(w_b)_i=\delta_{ab}$. Then $g(x_a,y_b)=\delta_{ab}$.

**The matrix of $h$ in that frame.** Let $m_{ab}=h(x_a,y_b)$. By (1), this 3 by 3 matrix has the two-matrix of the identity. For $k\ne i$, let $j$ be the third index. Three components of the two-matrix read

$$m_{ii}m_{jj}-m_{ij}m_{ji}=1,\qquad m_{ki}m_{jj}-m_{kj}m_{ji}=0,\qquad m_{ki}m_{ij}-m_{kj}m_{ii}=0 .$$

A determinant with rows $k,i,j$ and columns $i,i,j$ vanishes because a column is repeated. Expanding it along the first column gives

$$m_{ki}(m_{ii}m_{jj}-m_{ij}m_{ji})-m_{ii}(m_{ki}m_{jj}-m_{kj}m_{ji})+m_{ji}(m_{ki}m_{ij}-m_{kj}m_{ii})=0 ,$$

which reduces to $m_{ki}=0$. The matrix is therefore diagonal, with $m_{00}m_{11}=m_{00}m_{22}=m_{11}m_{22}=1$. Hence

$$m_{11}=m_{11}(m_{00}m_{22})=m_{00}(m_{11}m_{22})=m_{00},$$

and $m_{22}=m_{00}$ in the same way. With $s=m_{00}$ we have $m_{ab}=s\,\delta_{ab}$ and $s^2=1$.

**All other amplitudes.** Let $u,v$ be arbitrary. Equation (1) with left vectors $u,x_1$ and right vectors $y_0,y_1$ gives $g(u,y_0)=s\,h(u,y_0)$. With left vectors $x_0,x_1$ and right vectors $v,y_1$ it gives $g(x_0,v)=s\,h(x_0,v)$. Finally, left vectors $u,x_0$ and right vectors $v,y_0$ give

$$g(u,v)-g(u,y_0)g(x_0,v)=s\,h(u,v)-h(u,y_0)h(x_0,v).$$

The two subtracted products are equal because $s^2=1$, so $g(u,v)=s\,h(u,v)$. Taking unit vectors for $u$ and $v$ gives $g=s\,h$, that is, $h=g$ or $h=-g$. The converse is immediate, since $D$ is quadratic in $g$.

### Three occupations by hand, and the failure at two

Take $g=\mathrm{diag}(1,\tfrac12,\tfrac14)$. Its pair values are

$$D(01,01)=\tfrac12,\qquad D(02,02)=\tfrac14,\qquad D(12,12)=\tfrac18 .$$

For any $h$ with the same two-matrix, the theorem leaves only diagonal candidates, and

$$h(0,0)^2=\frac{\tfrac12\cdot\tfrac14}{\tfrac18}=1 .$$

The choice $h(0,0)=1$ gives back $\tfrac12$ and $\tfrac14$ for the others; the choice $-1$ reverses all three signs. A positive trace selects the first.

With two orbitals there is only one independent pair value, the determinant. The occupations $(1,\tfrac14)$ and $(\tfrac14,1)$ both give $\tfrac14$, and both have trace $\tfrac54$, yet they belong to different one-matrices. Even the mean particle number does not separate them. Fractional occupations like these describe mean-field ensembles, in which the orbitals are occupied independently, and not single Slater determinants. If the state is known to be a single determinant of $N\ge 2$ electrons, in an orthonormal basis, there is no such ambiguity: then $g^2=g$ and $\sum_j D_g(ij,kj)=(N-1)\,g(i,k)$, which gives $g$ directly.

### What the Lean statements say

`Matrix n n ℂ` is a one-matrix over a finite set `n` of spin-orbitals, and `twoMatrix g i j k l` is $D_g(ij,kl)$. In the usual convention $g(i,k)=\langle a_k^\dagger a_i\rangle$, this is $\langle a_k^\dagger a_l^\dagger a_j a_i\rangle$ for a Slater determinant, with no prefactor $\tfrac12$. `amplitude g x y` is $g(x,y)$.

- `twoMatrix_eq_iff` is the equivalence above. The hypothesis `3 ≤ g.rank` says that at least three independent orbitals carry occupation.
- `eq_or_neg_of_isUnit` is the case you asked about: `IsUnit g` means that $g$ is invertible, and `Fintype.card n` is the number of orbitals.
- `eq_of_trace` removes the sign. Besides rank at least 3 for $g$, it asks for a positive real part of the trace of $g$ and a non-negative one for $h$. For physical one-matrices in an orthonormal basis the trace is the mean particle number, so both trace conditions then hold automatically.
- `two_orbitals_iff` and `two_orbitals_ambiguous` state the two-orbital failure and its example.

Hermiticity and occupations between 0 and 1 are not required, so physical one-matrices are a special case. Both two-matrices must have the mean-field form: correlated states and states with pairing amplitudes are not treated. The equality is exact, and there is no estimate of how errors in $D$ would spread to $g$.

```lean
import Mathlib

open Matrix

namespace MeanFieldTwoMatrix

noncomputable section

variable {n : Type*} [Fintype n]

/-- The mean-field two-matrix of a one-matrix `g`: the antisymmetrised product
`g(i,k) g(j,l) - g(i,l) g(j,k)`. -/
def twoMatrix {m : Type*} (g : Matrix m m ℂ) (i j k l : m) : ℂ :=
  g i k * g j l - g i l * g j k

/-- The amplitude of the one-matrix `g` between the orbitals `x` (left) and `y` (right),
bilinear in the orbital coefficients. -/
def amplitude (g : Matrix n n ℂ) (x y : n → ℂ) : ℂ := (g *ᵥ y) ⬝ᵥ x

/-- If two pairs of vectors have the same antisymmetrised products of components, they have
the same antisymmetrised products of overlaps with any two vectors `y` and `y'`. -/
theorem contract_pair (a b a' b' y y' : n → ℂ)
    (H : ∀ k l, a k * b l - a l * b k = a' k * b' l - a' l * b' k) :
    (a ⬝ᵥ y) * (b ⬝ᵥ y') - (a ⬝ᵥ y') * (b ⬝ᵥ y)
      = (a' ⬝ᵥ y) * (b' ⬝ᵥ y') - (a' ⬝ᵥ y') * (b' ⬝ᵥ y) := by
  -- both sides are double sums over the antisymmetrised components
  have expand : ∀ c d : n → ℂ, (c ⬝ᵥ y) * (d ⬝ᵥ y') - (c ⬝ᵥ y') * (d ⬝ᵥ y)
      = ∑ k, ∑ l, (c k * d l - c l * d k) * (y k * y' l) := by
    intro c d
    have e1 : (c ⬝ᵥ y) * (d ⬝ᵥ y') = ∑ k, ∑ l, c k * d l * (y k * y' l) := by
      unfold dotProduct
      rw [Finset.sum_mul_sum]
      exact Finset.sum_congr rfl fun k _ => Finset.sum_congr rfl fun l _ => by ring
    have e2 : (c ⬝ᵥ y') * (d ⬝ᵥ y) = ∑ k, ∑ l, c l * d k * (y k * y' l) := by
      unfold dotProduct
      rw [Finset.sum_mul_sum, Finset.sum_comm]
      exact Finset.sum_congr rfl fun k _ => Finset.sum_congr rfl fun l _ => by ring
    rw [e1, e2]
    simp only [sub_mul, Finset.sum_sub_distrib]
  rw [expand, expand]
  exact Finset.sum_congr rfl fun k _ => Finset.sum_congr rfl fun l _ => by rw [H k l]

/-- One-matrices with the same two-matrix have the same antisymmetrised products of
amplitudes between arbitrary orbitals. -/
theorem amplitude_pair {g h : Matrix n n ℂ} (H : twoMatrix g = twoMatrix h)
    (x x' y y' : n → ℂ) :
    amplitude g x y * amplitude g x' y' - amplitude g x y' * amplitude g x' y
      = amplitude h x y * amplitude h x' y' - amplitude h x y' * amplitude h x' y := by
  have t := contract_pair (g *ᵥ y) (g *ᵥ y') (h *ᵥ y) (h *ᵥ y') x x' (by
    intro i j
    have s : (g *ᵥ y) i * (g *ᵥ y') j - (g *ᵥ y') i * (g *ᵥ y) j
        = (h *ᵥ y) i * (h *ᵥ y') j - (h *ᵥ y') i * (h *ᵥ y) j :=
      contract_pair (g i) (g j) (h i) (h j) y y'
        (fun k l => congrFun (congrFun (congrFun (congrFun H i) j) k) l)
    linear_combination s)
  unfold amplitude
  linear_combination t

/-- For a one-matrix of rank at least three there are three left and three right coefficient
vectors, not necessarily normalised, between which its amplitudes form the identity matrix. -/
theorem exists_dual_orbitals [DecidableEq n] (g : Matrix n n ℂ) (hr : 3 ≤ g.rank) :
    ∃ x y : Fin 3 → n → ℂ, ∀ a b,
      amplitude g (x a) (y b) = (1 : Matrix (Fin 3) (Fin 3) ℂ) a b := by
  -- three independent vectors in the range of g
  obtain ⟨w, hw⟩ := exists_linearIndependent_of_le_finrank (R := ℂ)
    (M := LinearMap.range g.mulVecLin) hr
  have hw' : LinearIndependent ℂ (fun a => (w a : n → ℂ)) :=
    hw.map' (Submodule.subtype _) (Submodule.ker_subtype _)
  choose y hy using fun a => LinearMap.mem_range.1 (w a).2
  -- a left inverse of the map that combines them supplies the left orbitals
  obtain ⟨A, hA⟩ := LinearMap.exists_leftInverse_of_injective
    (Fintype.linearCombination ℂ (fun a => (w a : n → ℂ)))
    (LinearMap.ker_eq_bot'.2 fun c hc => by
      rw [Fintype.linearCombination_apply] at hc
      exact funext (Fintype.linearIndependent_iff.1 hw' c hc))
  have key : ∀ b, A (g *ᵥ y b) = Pi.single b 1 := by
    intro b
    have t := LinearMap.congr_fun hA (Pi.single b 1)
    simp only [LinearMap.comp_apply, Fintype.linearCombination_apply_single, one_smul,
      LinearMap.id_apply] at t
    have e : g *ᵥ y b = (w b : n → ℂ) := hy b
    rw [e]
    exact t
  refine ⟨fun a j => LinearMap.toMatrix' A a j, y, fun a b => ?_⟩
  calc amplitude g (fun j => LinearMap.toMatrix' A a j) (y b)
      = (LinearMap.toMatrix' A *ᵥ (g *ᵥ y b)) a := dotProduct_comm _ _
    _ = (Pi.single b 1 : Fin 3 → ℂ) a := by rw [LinearMap.toMatrix'_mulVec, key]
    _ = (1 : Matrix (Fin 3) (Fin 3) ℂ) a b := by simp [Pi.single_apply, Matrix.one_apply]

/-- A one-matrix on three orbitals with the two-matrix of the identity is the identity times
a number `s` with `s * s = 1`. -/
theorem three_orbitals (m : Matrix (Fin 3) (Fin 3) ℂ) (H : twoMatrix 1 = twoMatrix m) :
    ∃ s : ℂ, s * s = 1 ∧ m = s • (1 : Matrix (Fin 3) (Fin 3) ℂ) := by
  have E : ∀ i j k l, m i k * m j l - m i l * m j k
      = (1 : Matrix (Fin 3) (Fin 3) ℂ) i k * (1 : Matrix (Fin 3) (Fin 3) ℂ) j l
        - (1 : Matrix (Fin 3) (Fin 3) ℂ) i l * (1 : Matrix (Fin 3) (Fin 3) ℂ) j k :=
    fun i j k l => (congrFun (congrFun (congrFun (congrFun H i) j) k) l).symm
  have D : ∀ i j, j ≠ i → m i i * m j j - m i j * m j i = 1 := fun i j hj =>
    (E i j i j).trans (by simp [hj, hj.symm])
  -- expand a 3 by 3 determinant with a repeated column: off-diagonal entries vanish
  have off : ∀ k i, k ≠ i → m k i = 0 := by
    intro k i hki
    obtain ⟨j, hji, hjk⟩ := (by decide : ∀ k i : Fin 3, ∃ j, j ≠ i ∧ j ≠ k) k i
    have e2 : m k i * m j j - m k j * m j i = 0 :=
      (E k j i j).trans (by simp [hki, hji, hjk.symm])
    have e3 : m k i * m i j - m k j * m i i = 0 :=
      (E k i i j).trans (by simp [hki, hji.symm, hjk.symm])
    linear_combination -(m k i) * D i j hji + m i i * e2 - m j i * e3
  have d01 : m 0 0 * m 1 1 = 1 := by
    linear_combination D 0 1 (by decide) + m 1 0 * off 0 1 (by decide)
  have d02 : m 0 0 * m 2 2 = 1 := by
    linear_combination D 0 2 (by decide) + m 2 0 * off 0 2 (by decide)
  have d12 : m 1 1 * m 2 2 = 1 := by
    linear_combination D 1 2 (by decide) + m 2 1 * off 1 2 (by decide)
  have a1 : m 1 1 = m 0 0 := by linear_combination -(m 1 1) * d02 + m 0 0 * d12
  have a2 : m 2 2 = m 0 0 := by linear_combination -(m 2 2) * d01 + m 0 0 * d12
  have diag : ∀ i, m i i = m 0 0 := by
    intro i
    fin_cases i
    exacts [rfl, a1, a2]
  refine ⟨m 0 0, by linear_combination d01 - m 0 0 * a1, ?_⟩
  ext i k
  by_cases hik : i = k
  · subst hik
    simp [diag i]
  · simp [off i k hik, hik]

/-- If `g` has rank at least three, then `h` has the same mean-field two-matrix as `g`
exactly when `h = g` or `h = -g`. -/
theorem twoMatrix_eq_iff [DecidableEq n] (g h : Matrix n n ℂ) (hr : 3 ≤ g.rank) :
    twoMatrix g = twoMatrix h ↔ h = g ∨ h = -g := by
  constructor
  · intro H
    obtain ⟨x, y, hxy⟩ := exists_dual_orbitals g hr
    obtain ⟨s, hs, hm⟩ := three_orbitals (Matrix.of fun a b => amplitude h (x a) (y b)) (by
      funext i j k l
      have t := amplitude_pair H (x i) (x j) (y k) (y l)
      simp only [hxy] at t
      exact t)
    have e : ∀ a b, amplitude h (x a) (y b) = s * (1 : Matrix (Fin 3) (Fin 3) ℂ) a b :=
      fun a b => congrFun (congrFun hm a) b
    -- amplitudes with one orbital in the frame agree up to the sign s
    have left : ∀ u, amplitude g u (y 0) = s * amplitude h u (y 0) := by
      intro u
      have t := amplitude_pair H u (x 1) (y 0) (y 1)
      rw [hxy 1 1, hxy 1 0, e 1 1, e 1 0] at t
      simp only [Matrix.one_apply_eq, Matrix.one_apply_ne (show (1 : Fin 3) ≠ 0 by decide)] at t
      linear_combination t
    have right : ∀ v, amplitude g (x 0) v = s * amplitude h (x 0) v := by
      intro v
      have t := amplitude_pair H (x 0) (x 1) v (y 1)
      rw [hxy 1 1, hxy 0 1, e 1 1, e 0 1] at t
      simp only [Matrix.one_apply_eq, Matrix.one_apply_ne (show (0 : Fin 3) ≠ 1 by decide)] at t
      linear_combination t
    -- hence so do all amplitudes
    have key : ∀ u v, amplitude g u v = s * amplitude h u v := by
      intro u v
      have t := amplitude_pair H u (x 0) v (y 0)
      rw [left u, right v, hxy 0 0, e 0 0] at t
      simp only [Matrix.one_apply_eq] at t
      linear_combination t + amplitude h u (y 0) * amplitude h (x 0) v * hs
    have entry : ∀ i k, g i k = s * h i k := by
      intro i k
      have t := key (Pi.single i 1) (Pi.single k 1)
      simpa [amplitude] using t
    rcases mul_self_eq_one_iff.1 hs with h1 | h1
    · left
      ext i k
      have t := entry i k
      rw [h1] at t
      linear_combination -t
    · right
      ext i k
      have t := entry i k
      rw [h1] at t
      rw [Matrix.neg_apply]
      linear_combination t
  · rintro (h1 | h1)
    · rw [h1]
    · rw [h1]
      funext i j k l
      simp [twoMatrix]

/-- For an invertible one-matrix `g` on at least three orbitals, any `h` with the same
two-matrix is `g` or `-g`. -/
theorem eq_or_neg_of_isUnit [DecidableEq n] (g h : Matrix n n ℂ) (hg : IsUnit g)
    (hn : 3 ≤ Fintype.card n) (H : twoMatrix g = twoMatrix h) : h = g ∨ h = -g :=
  (twoMatrix_eq_iff g h (by rw [Matrix.rank_of_isUnit g hg]; exact hn)).1 H

/-- If `g` has rank at least three and positive real part of the trace, then any `h` with the
same two-matrix and non-negative real part of the trace equals `g`. -/
theorem eq_of_trace [DecidableEq n] (g h : Matrix n n ℂ) (hr : 3 ≤ g.rank)
    (hg : 0 < g.trace.re) (hh : 0 ≤ h.trace.re) (H : twoMatrix g = twoMatrix h) : h = g := by
  rcases (twoMatrix_eq_iff g h hr).1 H with h1 | h1
  · exact h1
  · rw [h1, Matrix.trace_neg, Complex.neg_re] at hh
    linarith

/-- On two orbitals, two one-matrices have the same two-matrix exactly when their
determinants agree. -/
theorem two_orbitals_iff (g h : Matrix (Fin 2) (Fin 2) ℂ) :
    twoMatrix g = twoMatrix h ↔ g.det = h.det := by
  rw [Matrix.det_fin_two, Matrix.det_fin_two]
  constructor
  · intro H
    exact congrFun (congrFun (congrFun (congrFun H 0) 1) 0) 1
  · intro H
    have all : ∀ i j k l, twoMatrix g i j k l = twoMatrix h i j k l := by
      simp only [Fin.forall_fin_two, twoMatrix]
      and_intros <;> first | ring1 | linear_combination H | linear_combination -H
    funext i j k l
    exact all i j k l

/-- The diagonal one-matrices with occupations `(1, 1/4)` and `(1/4, 1)` have the same
two-matrix and the same trace, but are neither equal nor opposite. -/
theorem two_orbitals_ambiguous :
    twoMatrix !![(1 : ℂ), 0; 0, 1 / 4] = twoMatrix !![(1 / 4 : ℂ), 0; 0, 1] ∧
    Matrix.trace !![(1 : ℂ), 0; 0, 1 / 4] = Matrix.trace !![(1 / 4 : ℂ), 0; 0, 1] ∧
    !![(1 / 4 : ℂ), 0; 0, 1] ≠ !![(1 : ℂ), 0; 0, 1 / 4] ∧
    !![(1 / 4 : ℂ), 0; 0, 1] ≠ -!![(1 : ℂ), 0; 0, 1 / 4] := by
  refine ⟨(two_orbitals_iff _ _).2 ?_, ?_, ?_, ?_⟩
  · rw [Matrix.det_fin_two_of, Matrix.det_fin_two_of]
    ring
  · rw [Matrix.trace_fin_two_of, Matrix.trace_fin_two_of]
    ring
  · intro H
    have t := congrFun (congrFun H 0) 0
    norm_num at t
  · intro H
    have t := congrFun (congrFun H 0) 0
    norm_num at t

end

end MeanFieldTwoMatrix
```

```lean
#print axioms MeanFieldTwoMatrix.twoMatrix_eq_iff
-- 'MeanFieldTwoMatrix.twoMatrix_eq_iff' depends on axioms: [propext, Classical.choice, Quot.sound]
#print axioms MeanFieldTwoMatrix.eq_or_neg_of_isUnit
-- 'MeanFieldTwoMatrix.eq_or_neg_of_isUnit' depends on axioms: [propext, Classical.choice, Quot.sound]
#print axioms MeanFieldTwoMatrix.eq_of_trace
-- 'MeanFieldTwoMatrix.eq_of_trace' depends on axioms: [propext, Classical.choice, Quot.sound]
#print axioms MeanFieldTwoMatrix.two_orbitals_ambiguous
-- 'MeanFieldTwoMatrix.two_orbitals_ambiguous' depends on axioms: [propext, Classical.choice, Quot.sound]
```

### How the Lean proof follows the derivation

`contract_pair` performs half of the contraction: it writes both sides as double sums over antisymmetrised components and compares them term by term. `amplitude_pair` uses it twice, first on the rows of $g$ and $h$ to contract $k,l$ with $y,y'$, then to contract $i,j$ with $x,x'$. The result is equation (1).

`exists_dual_orbitals` builds the frame. It takes three independent vectors `w` in the range of $g$ and picks preimages `y`. The linear map that sends three coefficients to the corresponding combination of the `w` is injective, so it has a left inverse `A`. The rows of the matrix of `A` are the left vectors $x_a$.

`three_orbitals` treats the matrix $m$. Its step `off` is the expansion of the determinant: `e2` and `e3` are the two vanishing components, `D` supplies the one equal to 1, and `linear_combination` checks that the stated multiples of these equations add up to $m_{ki}=0$. The steps `d01`, `d02` and `d12` are the three diagonal products, and `a1` and `a2` make the diagonal entries equal.

In `twoMatrix_eq_iff`, the steps `left`, `right` and `key` are the three uses of (1) with arbitrary vectors, in the order given above. `entry` inserts unit vectors, and `mul_self_eq_one_iff` splits $s^2=1$ into the two signs.

The remaining theorems are short. `eq_or_neg_of_isUnit` uses the fact that an invertible matrix has full rank. `eq_of_trace` rules out $h=-g$, because that would make the real part of the trace of $h$ negative. `two_orbitals_iff` reads the determinant from the component $(0,1,0,1)$ in one direction and checks every choice of the four indices in the other. `two_orbitals_ambiguous` then compares determinants and traces, and tells the matrices apart by their first entries.
